# For product trial states, the projected energies of non-interacting fragments add at every imaginary time

If two fragments do not interact, an imaginary-time projection stopped at a finite τ should still give the sum of their energies. To state this precisely, one must choose which energy belongs to an unfinished projection. Here it is the mixed estimator, with the propagator on one side only:

E(τ; H, x) = ⟨x, H exp(−τH) x⟩ / ⟨x, exp(−τH) x⟩.

For Hermitian H this equals the ordinary energy expectation value in the state exp(−τH/2) x, because H commutes with its exponential. The result is that, for Hermitian fragment Hamiltonians A and B, nonzero trial vectors u and v, and every real τ,

E(τ; A⊗1 + 1⊗B, u⊗v) = E(τ; A, u) + E(τ; B, v).

Each fragment has a finite basis, labelled by the index types `m` and `n`, which are sets of labels and not numbers.

```lean
import Mathlib

open Matrix
open scoped Kronecker ComplexOrder

namespace ProjectionSizeConsistency

noncomputable section

variable {m n : Type*} [Fintype m] [DecidableEq m] [Fintype n] [DecidableEq n]
```

## Energies from a filtered trial state

Vectors need not be normalised. The bracket of a matrix M in a vector x is

⟨x, M x⟩ = Σᵢ xᵢ* (M x)ᵢ,

which is the expectation value of M when x has norm one. In Lean it is called `expect`.

```lean
/-- The bracket `<x, M x>`, which is the expectation value of `M` when `x` has norm one. -/
def expect (M : Matrix n n ℂ) (x : n → ℂ) : ℂ := star x ⬝ᵥ M *ᵥ x
```

A filter P is any matrix applied to the trial state to change the weights of its components. It need not be a projector in the sense P² = P. Its energy is

⟨x, H P x⟩ / ⟨x, P x⟩,

in which the norm of x cancels.

```lean
/-- The energy `<x, H P x> / <x, P x>` obtained with a filter `P`,
meaningful when the overlap `<x, P x>` is nonzero. -/
def filteredEnergy (P H : Matrix n n ℂ) (x : n → ℂ) : ℂ :=
  expect (H * P) x / expect P x
```

Imaginary-time projection uses the filter exp(−τH), with τ in units of inverse energy. At τ = 0 it is the identity, and the energy is the ordinary expectation value in the trial state.

```lean
/-- The imaginary-time propagator `exp(-τ H)`. -/
def propagator (τ : ℝ) (H : Matrix n n ℂ) : Matrix n n ℂ :=
  NormedSpace.exp ((-(τ : ℂ)) • H)
```

Inserting this filter gives E(τ; H, x).

```lean
/-- The projected energy `<x, H exp(-τ H) x> / <x, exp(-τ H) x>`,
meaningful when the denominator is nonzero. -/
def projectedEnergy (τ : ℝ) (H : Matrix n n ℂ) (x : n → ℂ) : ℂ :=
  filteredEnergy (propagator τ H) H x
```

## Two fragments without interaction

The Hamiltonian of the pair acts on each fragment separately:

H = A⊗1 + 1⊗B.

The absence of any coupling term is the physical assumption. In Lean, `⊗ₖ` is the Kronecker product, and a basis state of the pair is labelled by a pair of fragment labels.

```lean
/-- The Hamiltonian `A ⊗ 1 + 1 ⊗ B` of two fragments that do not interact. -/
def joint (A : Matrix m m ℂ) (B : Matrix n n ℂ) : Matrix (m × n) (m × n) ℂ :=
  A ⊗ₖ (1 : Matrix n n ℂ) + (1 : Matrix m m ℂ) ⊗ₖ B
```

The trial state is uncorrelated between the fragments, with components

(u⊗v)ᵢⱼ = uᵢ vⱼ.

For electrons, one further step lies between this model and a molecule: the antisymmetrised product of the fragment states has to be identified with u⊗v, as is possible when the fragments occupy mutually orthogonal sets of orbitals.

```lean
/-- The product state `u ⊗ v`. -/
def prodState (u : m → ℂ) (v : n → ℂ) : m × n → ℂ := fun p => u p.1 * v p.2
```

## Brackets factorise in a product state

A product operator acts on each factor, (M⊗N)(u⊗v) = (Mu)⊗(Nv). Therefore

⟨u⊗v, (M⊗N)(u⊗v)⟩ = Σᵢⱼ uᵢ* vⱼ* (Mu)ᵢ (Nv)ⱼ = ⟨u, M u⟩ ⟨v, N v⟩.

The code proves the action on the product state as `h`, then separates the double sum.

```lean
omit [DecidableEq m] [DecidableEq n] in
/-- In a product state `u ⊗ v` the bracket of `M ⊗ N` is the product `<u, M u> <v, N v>` of the
fragment brackets. -/
theorem expect_kronecker (M : Matrix m m ℂ) (N : Matrix n n ℂ) (u : m → ℂ) (v : n → ℂ) :
    expect (M ⊗ₖ N) (prodState u v) = expect M u * expect N v := by
  -- a product operator maps a product state to a product state
  have h : (M ⊗ₖ N) *ᵥ prodState u v = prodState (M *ᵥ u) (N *ᵥ v) := by
    ext ⟨i, j⟩
    simp only [Matrix.mulVec, dotProduct, prodState, Matrix.kroneckerMap_apply,
      Fintype.sum_prod_type, Finset.sum_mul_sum]
    exact Finset.sum_congr rfl fun _ _ => Finset.sum_congr rfl fun _ _ => by ring
  unfold expect
  rw [h]
  simp only [dotProduct, prodState, Pi.star_apply, star_mul', Fintype.sum_prod_type,
    Finset.sum_mul_sum]
  exact Finset.sum_congr rfl fun _ _ => Finset.sum_congr rfl fun _ _ => by ring
```

## The propagator factorises

The two terms of the Hamiltonian commute, since their product in either order is A⊗B. Hence

exp(A⊗1 + 1⊗B) = exp(A⊗1) exp(1⊗B).

In the power series, (A⊗1)ᵏ = Aᵏ⊗1, so exp(A⊗1) = exp(A)⊗1. Likewise exp(1⊗B) = 1⊗exp(B), and the product is exp(A)⊗exp(B).

In Lean, the maps `f` and `g` send X to X⊗1 and Y to 1⊗Y. They preserve sums and products and are continuous, so they may be taken through the exponential series; this gives `ef` and `eg`. The commutation is `hc`.

```lean
/-- The exponential of `A ⊗ 1 + 1 ⊗ B` is `exp A ⊗ exp B`. -/
theorem exp_joint (A : Matrix m m ℂ) (B : Matrix n n ℂ) :
    NormedSpace.exp (joint A B) = NormedSpace.exp A ⊗ₖ NormedSpace.exp B := by
  -- the embeddings of the two fragment algebras are continuous ring homomorphisms
  let f : Matrix m m ℂ →+* Matrix (m × n) (m × n) ℂ :=
    { toFun := fun X => X ⊗ₖ (1 : Matrix n n ℂ)
      map_one' := Matrix.one_kronecker_one
      map_mul' := fun X Y => by rw [← Matrix.mul_kronecker_mul, one_mul]
      map_zero' := Matrix.zero_kronecker _
      map_add' := fun X Y => Matrix.add_kronecker X Y _ }
  let g : Matrix n n ℂ →+* Matrix (m × n) (m × n) ℂ :=
    { toFun := fun Y => (1 : Matrix m m ℂ) ⊗ₖ Y
      map_one' := Matrix.one_kronecker_one
      map_mul' := fun X Y => by rw [← Matrix.mul_kronecker_mul, one_mul]
      map_zero' := Matrix.kronecker_zero _
      map_add' := fun X Y => Matrix.kronecker_add _ X Y }
  have hf : Continuous f := continuous_matrix fun i j =>
    (continuous_id.matrix_elem i.1 j.1).mul continuous_const
  have hg : Continuous g := continuous_matrix fun i j =>
    continuous_const.mul (continuous_id.matrix_elem i.2 j.2)
  have ef : f (NormedSpace.exp A) = NormedSpace.exp (f A) := by
    open scoped Matrix.Norms.Operator in exact NormedSpace.map_exp f hf A
  have eg : g (NormedSpace.exp B) = NormedSpace.exp (g B) := by
    open scoped Matrix.Norms.Operator in exact NormedSpace.map_exp g hg B
  have hfg : ∀ X Y, f X * g Y = X ⊗ₖ Y := fun X Y => by
    change (X ⊗ₖ (1 : Matrix n n ℂ)) * ((1 : Matrix m m ℂ) ⊗ₖ Y) = _
    rw [← Matrix.mul_kronecker_mul, mul_one, one_mul]
  have hgf : ∀ X Y, g Y * f X = X ⊗ₖ Y := fun X Y => by
    change ((1 : Matrix m m ℂ) ⊗ₖ Y) * (X ⊗ₖ (1 : Matrix n n ℂ)) = _
    rw [← Matrix.mul_kronecker_mul, mul_one, one_mul]
  have hc : Commute (f A) (g B) := (hfg A B).trans (hgf A B).symm
  change NormedSpace.exp (f A + g B) = _
  rw [Matrix.exp_add_of_commute _ _ hc, ← ef, ← eg, hfg]
```

Multiplying the Hamiltonian by −τ multiplies each fragment term by −τ:

exp(−τ(A⊗1 + 1⊗B)) = exp(−τA)⊗exp(−τB).

```lean
/-- The propagator of two fragments that do not interact is the Kronecker product of the
fragment propagators. -/
theorem propagator_joint (τ : ℝ) (A : Matrix m m ℂ) (B : Matrix n n ℂ) :
    propagator τ (joint A B) = propagator τ A ⊗ₖ propagator τ B := by
  unfold propagator
  rw [← exp_joint]
  congr 1
  simp only [joint, smul_add, Matrix.smul_kronecker, Matrix.kronecker_smul]
```

## A product filter gives additive energies

Let the filter be P⊗Q. Then

(A⊗1 + 1⊗B)(P⊗Q) = AP⊗Q + P⊗BQ.

Write p = ⟨u, P u⟩ and q = ⟨v, Q v⟩ for the overlaps, and a = ⟨u, AP u⟩ and b = ⟨v, BQ v⟩ for the numerators. By the factorisation of brackets, the energy of the pair is

(a q + p b)/(p q) = a/p + b/q,

provided that p and q are nonzero. Hermiticity is not used here. The matrix identity is `h`, and `div_add_div` combines the fractions.

```lean
/-- Any filter of product form `P ⊗ Q` with nonzero fragment overlaps gives an energy of
`A ⊗ 1 + 1 ⊗ B` in `u ⊗ v` that is the sum of the fragment energies. -/
theorem filteredEnergy_joint (A P : Matrix m m ℂ) (B Q : Matrix n n ℂ)
    (u : m → ℂ) (v : n → ℂ) (hP : expect P u ≠ 0) (hQ : expect Q v ≠ 0) :
    filteredEnergy (P ⊗ₖ Q) (joint A B) (prodState u v) =
      filteredEnergy P A u + filteredEnergy Q B v := by
  have h : joint A B * (P ⊗ₖ Q) = (A * P) ⊗ₖ Q + P ⊗ₖ (B * Q) := by
    rw [joint, add_mul, ← Matrix.mul_kronecker_mul, ← Matrix.mul_kronecker_mul,
      one_mul, one_mul]
  have hadd : ∀ (M N : Matrix (m × n) (m × n) ℂ) (x : m × n → ℂ),
      expect (M + N) x = expect M x + expect N x := fun M N x => by
    simp only [expect, Matrix.add_mulVec, dotProduct_add]
  unfold filteredEnergy
  rw [h, hadd, expect_kronecker, expect_kronecker, expect_kronecker, div_add_div _ _ hP hQ]
```

## The overlap never vanishes

It remains to show that the denominators are nonzero for the exponential filter. Multiples of the same H commute, so imaginary-time steps compose:

exp(−(s+t)H) = exp(−sH) exp(−tH).

```lean
/-- Imaginary-time steps compose: `exp(-(s+t) H) = exp(-s H) exp(-t H)`. -/
theorem propagator_add (s t : ℝ) (H : Matrix n n ℂ) :
    propagator (s + t) H = propagator s H * propagator t H := by
  unfold propagator
  rw [← Matrix.exp_add_of_commute _ _ (((Commute.refl H).smul_left _).smul_right _)]
  congr 1
  push_cast
  module
```

For real τ and Hermitian H, the matrix −τH is Hermitian, and so is its exponential.

```lean
/-- For Hermitian `H` the propagator `exp(-τ H)` is Hermitian. -/
theorem propagator_isHermitian (τ : ℝ) {H : Matrix n n ℂ} (hH : H.IsHermitian) :
    (propagator τ H).IsHermitian := by
  apply Matrix.IsHermitian.exp
  simp [Matrix.IsHermitian, Matrix.conjTranspose_smul, hH.eq]
```

Splitting the propagator into two half steps and moving one of them to the left gives

⟨x, exp(−τH) x⟩ = ‖exp(−τH/2) x‖².

If this were zero, exp(−τH/2) x would be the zero vector. Applying exp(+τH/2) would then give x = 0, contrary to assumption. In the proof, `h1` is the squared norm, `h2` the vanishing vector and `h3` the backward propagation.

```lean
/-- For Hermitian `H` and a nonzero trial vector, the overlap `<x, exp(-τ H) x>` is
nonzero at every real `τ`. -/
theorem overlap_ne_zero (τ : ℝ) {H : Matrix n n ℂ} (hH : H.IsHermitian)
    {x : n → ℂ} (hx : x ≠ 0) : expect (propagator τ H) x ≠ 0 := by
  intro h0
  -- the overlap is the squared norm of the state after half the imaginary time
  have h1 : star (propagator (τ / 2) H *ᵥ x) ⬝ᵥ (propagator (τ / 2) H *ᵥ x) = 0 := by
    rw [Matrix.star_mulVec, (propagator_isHermitian (τ / 2) hH).eq,
      ← Matrix.dotProduct_mulVec, Matrix.mulVec_mulVec, ← propagator_add, add_halves]
    exact h0
  have h2 : propagator (τ / 2) H *ᵥ x = 0 := dotProduct_star_self_eq_zero.1 h1
  -- propagating backwards recovers the trial vector
  have h3 : propagator (-(τ / 2)) H * propagator (τ / 2) H = 1 := by
    rw [← propagator_add, neg_add_cancel]
    simp [propagator, NormedSpace.exp_zero]
  apply hx
  rw [← Matrix.one_mulVec x, ← h3, ← Matrix.mulVec_mulVec, h2, Matrix.mulVec_zero]
```

## Additivity at finite τ

The propagator of the pair is a product filter, and both fragment overlaps are nonzero, so the energies add. For projector methods in quantum chemistry, this means that stopping at a finite τ does not by itself spoil size consistency, as long as the fragments do not interact, the trial state is a product and the exponential is applied exactly.

```lean
/-- Size consistency of imaginary-time projection: for Hermitian `A`, `B` and nonzero trial
vectors `u`, `v`, the projected energy of `A ⊗ 1 + 1 ⊗ B` in `u ⊗ v` is the sum of the
fragment projected energies at every real `τ`. -/
theorem projectedEnergy_joint (τ : ℝ) {A : Matrix m m ℂ} {B : Matrix n n ℂ}
    (hA : A.IsHermitian) (hB : B.IsHermitian) {u : m → ℂ} {v : n → ℂ}
    (hu : u ≠ 0) (hv : v ≠ 0) :
    projectedEnergy τ (joint A B) (prodState u v) =
      projectedEnergy τ A u + projectedEnergy τ B v := by
  unfold projectedEnergy
  rw [propagator_joint]
  exact filteredEnergy_joint A _ B _ u v (overlap_ne_zero τ hA hu) (overlap_ne_zero τ hB hv)
```

## A linear step breaks additivity

Replace the exponential by the single linear step 1 − H/2. Take a fragment with levels 0 and 1 and the normalised trial state (1, 1)/√2; the code uses (1, 1), which leaves the ratios unchanged. The filter weights are 1 and 1/2, so

overlap = (1 + 1/2)/2 = 3/4, numerator = (0 + 1/2)/2 = 1/4, energy = 1/3.

Two such fragments have levels 0, 1, 1, 2 with filter weights 1, 1/2, 1/2, 0:

overlap = 2/4 = 1/2, numerator = (0 + 1/2 + 1/2 + 0)/4 = 1/4, energy = 1/2.

Additivity would require 2/3. The product of the two fragment filters gives the doubly excited state the weight 1/4, whereas the linear filter of the pair removes that state. Lean evaluates both energies by expanding the finite sums.

```lean
/-- The linear filter `1 - H/2` is not size consistent: for a fragment with levels 0 and 1
and equal amplitudes it gives the energy 1/3, but for two such fragments it gives 1/2. -/
theorem linear_filter_not_size_consistent :
    let h : Matrix (Fin 2) (Fin 2) ℂ := !![0, 0; 0, 1]
    let u : Fin 2 → ℂ := ![1, 1]
    filteredEnergy (1 - (1 / 2 : ℂ) • h) h u = 1 / 3 ∧
      filteredEnergy (1 - (1 / 2 : ℂ) • joint h h) (joint h h) (prodState u u) = 1 / 2 := by
  intro h u
  constructor
  · simp [h, u, filteredEnergy, expect, dotProduct, Matrix.mulVec, Matrix.mul_apply,
      Fin.sum_univ_two, Matrix.one_apply]
    norm_num
  · simp [h, u, filteredEnergy, expect, joint, prodState, dotProduct, Matrix.mulVec,
      Matrix.mul_apply, Fintype.sum_prod_type, Fin.sum_univ_two, Matrix.one_apply,
      Matrix.kroneckerMap_apply]
    norm_num

end

end ProjectionSizeConsistency
```

```lean
#print axioms ProjectionSizeConsistency.projectedEnergy_joint
-- 'ProjectionSizeConsistency.projectedEnergy_joint' depends on axioms: [propext, Classical.choice, Quot.sound]
#print axioms ProjectionSizeConsistency.linear_filter_not_size_consistent
-- 'ProjectionSizeConsistency.linear_filter_not_size_consistent' depends on axioms: [propext, Classical.choice, Quot.sound]
```
